# The leading $1/P^2$ error of the primitive partition function for finite matrices

A path-integral simulation can represent a quantum system at inverse temperature $\beta$ by a ring polymer of $P$ beads. In the primitive approximation, each bead contributes a short factor in which potential energy $V$ and kinetic energy $T$ are exponentiated separately. Because $V$ and $T$ do not commute, the partition function is wrong at finite $P$. For finite matrices and $H=V+T$, the leading error is given by

$$P^2\left(\mathrm{Tr}\big[(e^{-\beta V/P}e^{-\beta T/P})^P\big]-\mathrm{Tr}\,e^{-\beta H}\right)\to\frac{\beta^3}{24}\mathrm{Tr}\big([T,[V,T]]e^{-\beta H}\big),$$

where $[X,Y]=XY-YX$.

## Extrapolating in the number of beads

A code that computes a finite-basis partition function with this splitting and extrapolates it linearly in $1/P^2$ relies on this limit; the right-hand side is the asymptotic slope.

## From one step to $P$ steps

Put $A=-\beta V$, $B=-\beta T$, $h=1/P$ and $S(h)=e^{hA/2}e^{hB}e^{hA/2}$. Since $\mathrm{Tr}(uv)^P=\mathrm{Tr}(vu)^P$, choosing $u=e^{hA/2}$ and $v=e^{hA/2}e^{hB}$ turns the primitive trace into $\mathrm{Tr}\,S(h)^P$.

Through order $h^2$, $S(h)$ and $e^{h(A+B)}$ both equal $1+h(A+B)+h^2(A+B)^2/2$. Their $h^3$ coefficients are

$$\tfrac16(A^3+B^3)+\tfrac18(A^2B+BA^2)+\tfrac14(ABA+AB^2+B^2A)$$

and $(A+B)^3/6$. The difference is

$$C=-\tfrac1{24}[A,[A,B]]-\tfrac1{12}[B,[A,B]].$$

Now let $x=S(1/P)$, $y=e^{(A+B)/P}$ and $D=x-y$, so $P^3D\to C$. Telescoping gives

$$x^P-y^P=\sum_{j=0}^{P-1}x^jDy^{P-1-j}.$$

The powers $y^j=e^{(j/P)(A+B)}$ with $j\le P$ are uniformly bounded, and $P\|D\|=O(P^{-2})$ keeps $x^j$ within $O(P^{-2})$ of $y^j$. Replacing $x^j$ by $y^j$ therefore costs $O(P^{-4})$ in total. By cyclicity,

$$P^2\sum_j\mathrm{Tr}(y^jDy^{P-1-j})=\mathrm{Tr}(P^3D\,y^{P-1})\to\mathrm{Tr}(CE),\quad E=e^{A+B}.$$

Since $E$ commutes with $A+B$, any $Z$ satisfies

$$\mathrm{Tr}([A+B,Z]E)=\mathrm{Tr}(ZE(A+B))-\mathrm{Tr}(Z(A+B)E)=0.$$

With $Z=[A,B]$, the coefficients combine as $\frac1{24}-\frac1{12}=-\frac1{24}$. Finally, $[B,[A,B]]=-\beta^3[T,[V,T]]$ gives the thermal formula.

## The Lean file

```lean
import Mathlib

open Filter Topology Matrix Finset Asymptotics

namespace PrimitiveBeadError

noncomputable section

/-- The commutator `XY - YX`. -/
def comm {R : Type*} [Ring R] (X Y : R) : R := X * Y - Y * X

/-- `f h = a + h b + h² c + h³ (d + o(1))` for small nonzero time steps `h`. -/
def CubicExpansion {R : Type*} [NormedRing R] [NormedAlgebra ℂ R]
    (f : ℂ → R) (a b c d : R) : Prop :=
  ∃ r : ℂ → R, Tendsto r (𝓝[≠] 0) (𝓝 d) ∧
    ∀ h, h ≠ 0 → f h = a + h • b + h ^ 2 • c + h ^ 3 • r h

variable {n : Type*} [Fintype n] [DecidableEq n]

/-- The primitive partition function with `P ≥ 1` beads, `Tr[(exp(A/P) exp(B/P))^P]`. -/
def primitiveZ (A B : Matrix n n ℂ) (P : ℕ) : ℂ :=
  trace ((NormedSpace.exp ((P : ℂ)⁻¹ • A) * NormedSpace.exp ((P : ℂ)⁻¹ • B)) ^ P)

/-- The symmetric short-time step `exp(hA/2) exp(hB) exp(hA/2)`. -/
def symStep (A B : Matrix n n ℂ) (h : ℂ) : Matrix n n ℂ :=
  NormedSpace.exp ((h / 2) • A) * NormedSpace.exp (h • B) * NormedSpace.exp ((h / 2) • A)

/-- The difference of two `N`-step propagations is a sum over the step at which they differ. -/
theorem telescope {R : Type*} [Ring R] (x y : R) (N : ℕ) :
    x ^ N - y ^ N = ∑ j ∈ range N, x ^ j * (x - y) * y ^ (N - 1 - j) := by
  have h := Finset.sum_range_sub (fun j => x ^ j * y ^ (N - j)) N
  simp only [Nat.sub_self, pow_zero, mul_one, one_mul, Nat.sub_zero] at h
  rw [← h]
  refine Finset.sum_congr rfl fun j hj => ?_
  have hj := Finset.mem_range.mp hj
  have e1 : N - j = (N - 1 - j) + 1 := by omega
  have e2 : N - (j + 1) = N - 1 - j := by omega
  rw [e1, e2, pow_succ x j, pow_succ' y (N - 1 - j)]
  simp only [mul_sub, sub_mul, mul_assoc]

/-- First-order perturbation theory for `N` steps: if the powers of `y` up to `N` are bounded by `M`
and `2MN‖x - y‖ ≤ 1`, the remainder is at most `2M³(N‖x - y‖)²`. -/
theorem power_first_order {R : Type*} [NormedRing R] (x y : R) (N : ℕ) (M : ℝ)
    (hy : ∀ k ≤ N, ‖y ^ k‖ ≤ M) (hs : 2 * M * (N * ‖x - y‖) ≤ 1) :
    ‖x ^ N - y ^ N - ∑ j ∈ range N, y ^ j * (x - y) * y ^ (N - 1 - j)‖
      ≤ 2 * M ^ 3 * (N * ‖x - y‖) ^ 2 := by
  have hM : 0 ≤ M := (norm_nonneg _).trans (hy 0 (Nat.zero_le _))
  have bound : ∀ (z w : R) (K : ℝ), 0 ≤ K → ‖z‖ ≤ K → ‖w‖ ≤ M →
      ‖z * (x - y) * w‖ ≤ K * ‖x - y‖ * M := fun z w K hK hz hw =>
    (norm_mul_le _ _).trans (mul_le_mul ((norm_mul_le _ _).trans
      (mul_le_mul_of_nonneg_right hz (norm_nonneg _))) hw (norm_nonneg _) (by positivity))
  -- the powers of `x` stay close to those of `y`
  have stab : ∀ k ≤ N, ‖x ^ k - y ^ k‖ ≤ 2 * M ^ 2 * (N * ‖x - y‖) := by
    intro k
    induction k using Nat.strong_induction_on with
    | _ k ih =>
      intro hk
      have hkN : (k : ℝ) ≤ N := by exact_mod_cast hk
      rw [telescope x y k]
      calc _ ≤ ∑ j ∈ range k, 2 * M * ‖x - y‖ * M := by
            refine norm_sum_le_of_le _ fun j hj => ?_
            have hj := Finset.mem_range.mp hj
            refine bound _ _ _ (by positivity) ?_ (hy _ (by omega))
            have h1 := ih j hj (by omega)
            have h2 := hy j (by omega)
            have h3 := norm_add_le (x ^ j - y ^ j) (y ^ j)
            rw [sub_add_cancel] at h3
            nlinarith [mul_le_mul_of_nonneg_left hs hM]
        _ = k * (2 * M * ‖x - y‖ * M) := by
            rw [Finset.sum_const, Finset.card_range, nsmul_eq_mul]
        _ ≤ N * (2 * M * ‖x - y‖ * M) := mul_le_mul_of_nonneg_right hkN (by positivity)
        _ = _ := by ring
  rw [telescope x y N, ← Finset.sum_sub_distrib]
  calc _ ≤ ∑ j ∈ range N, 2 * M ^ 2 * (N * ‖x - y‖) * ‖x - y‖ * M := by
        refine norm_sum_le_of_le _ fun j hj => ?_
        have hj := Finset.mem_range.mp hj
        rw [← sub_mul, ← sub_mul]
        exact bound _ _ _ (by positivity) (stab j hj.le) (hy _ (by omega))
    _ = _ := by
        rw [Finset.sum_const, Finset.card_range, nsmul_eq_mul]
        ring

/-- If the one-step error times `N³` converges and the exact powers up to the `N`-th are bounded
uniformly in `N`, then `N²` times the remainder of first-order perturbation theory vanishes as
`N → ∞`. -/
theorem remainder_vanishes {R : Type*} [NormedRing R] [NormedAlgebra ℂ R] (x y : ℕ → R)
    (C : R) (M : ℝ) (hy : ∀ N, ∀ k ≤ N, ‖y N ^ k‖ ≤ M)
    (hr : Tendsto (fun N : ℕ => (N : ℂ) ^ 3 • (x N - y N)) atTop (𝓝 C)) :
    Tendsto (fun N : ℕ => (N : ℂ) ^ 2 • (x N ^ N - y N ^ N -
      ∑ j ∈ range N, y N ^ j * (x N - y N) * y N ^ (N - 1 - j))) atTop (𝓝 0) := by
  have hM : 0 ≤ M := (norm_nonneg _).trans (hy 0 0 le_rfl)
  have hN2 : Tendsto (fun N : ℕ => (N : ℝ) ^ 2) atTop atTop :=
    (tendsto_pow_atTop two_ne_zero).comp tendsto_natCast_atTop_atTop
  refine squeeze_zero_norm' ?_ (hN2.const_div_atTop (2 * M ^ 3 * (‖C‖ + 1) ^ 2))
  filter_upwards [hr.norm.eventually_le_const (lt_add_one ‖C‖),
    hN2.eventually_ge_atTop (2 * M * (‖C‖ + 1)), eventually_gt_atTop 0] with N h1 h2 h3
  have hp : (0 : ℝ) < (N : ℝ) ^ 2 := by positivity
  rw [norm_smul, norm_pow, Complex.norm_natCast] at h1
  have hu : (N : ℝ) ^ 2 * (N * ‖x N - y N‖) ≤ ‖C‖ + 1 := by linarith
  have hs : 2 * M * (N * ‖x N - y N‖) ≤ 1 := by
    refine le_of_mul_le_mul_left ?_ hp
    nlinarith [mul_le_mul_of_nonneg_left hu hM]
  rw [norm_smul, norm_pow, Complex.norm_natCast, le_div_iff₀ hp]
  calc _ ≤ (N : ℝ) ^ 2 * (2 * M ^ 3 * (N * ‖x N - y N‖) ^ 2) * (N : ℝ) ^ 2 := by
        gcongr
        exact power_first_order _ _ N M (hy N) hs
    _ = 2 * M ^ 3 * ((N : ℝ) ^ 2 * (N * ‖x N - y N‖)) ^ 2 := by ring
    _ ≤ _ := by gcongr

/-- Short-time expansions to third order multiply like polynomials. -/
theorem CubicExpansion.mul {R : Type*} [NormedRing R] [NormedAlgebra ℂ R] {f g : ℂ → R}
    {a b c d a' b' c' d' : R} (hf : CubicExpansion f a b c d)
    (hg : CubicExpansion g a' b' c' d') :
    CubicExpansion (fun h => f h * g h) (a * a') (a * b' + b * a')
      (a * c' + b * b' + c * a') (a * d' + b * c' + c * b' + d * a') := by
  obtain ⟨r, hr, hf⟩ := hf
  obtain ⟨s, hs, hg⟩ := hg
  refine ⟨fun h => a * s h + b * (c' + h • s h) + c * (b' + h • c' + h ^ 2 • s h)
    + r h * (a' + h • b' + h ^ 2 • c' + h ^ 3 • s h), ?_, fun h hh => ?_⟩
  · have hi : Tendsto (fun h : ℂ => h) (𝓝[≠] 0) (𝓝 0) := tendsto_id.mono_left nhdsWithin_le_nhds
    have key : Continuous fun p : ℂ × R × R => a * p.2.2 + b * (c' + p.1 • p.2.2)
        + c * (b' + p.1 • c' + p.1 ^ 2 • p.2.2)
        + p.2.1 * (a' + p.1 • b' + p.1 ^ 2 • c' + p.1 ^ 3 • p.2.2) := by fun_prop
    have t := (key.tendsto (0, d, d')).comp (hi.prodMk_nhds (hr.prodMk_nhds hs))
    simpa [Function.comp_def] using t
  · simp only [hf h hh, hg h hh, mul_add, add_mul, smul_mul_assoc, mul_smul_comm, smul_add]
    module

/-- If `g` agrees with the exponential series through third order, then `g(hX)` has the
short-time expansion of the propagator `exp(hX)` to third order. -/
theorem propagator_expansion {R : Type*} [NormedRing R] [NormedAlgebra ℂ R] {g : R → R}
    (hg : (fun y => g y - (1 + y + (1 / 2 : ℂ) • y ^ 2 + (1 / 6 : ℂ) • y ^ 3))
      =O[𝓝 0] fun y => ‖y‖ ^ 4) (X : R) :
    CubicExpansion (fun h => g (h • X)) 1 X ((1 / 2 : ℂ) • X ^ 2) ((1 / 6 : ℂ) • X ^ 3) := by
  have hX : Tendsto (fun h : ℂ => h • X) (𝓝 0) (𝓝 0) := by
    have c : Continuous fun h : ℂ => h • X := by fun_prop
    simpa using c.tendsto 0
  have h4 : (fun h : ℂ => ‖h • X‖ ^ 4) =O[𝓝 0] fun h : ℂ => h ^ 4 :=
    IsBigO.of_bound (‖X‖ ^ 4) (Eventually.of_forall fun h => by
      simp only [norm_mul, norm_pow, norm_norm, norm_smul, mul_pow]
      exact (mul_comm (‖h‖ ^ 4) (‖X‖ ^ 4)).le)
  have ho := ((hg.comp_tendsto hX).trans h4).trans_isLittleO
    (isLittleO_pow_pow (by norm_num : 3 < 4))
  have t := (ho.tendsto_inv_smul_nhds_zero.mono_left
    (nhdsWithin_le_nhds (s := {0}ᶜ))).const_add ((1 / 6 : ℂ) • X ^ 3)
  rw [add_zero] at t
  refine ⟨_, t, fun h hh => ?_⟩
  simp only [Function.comp_apply, smul_pow]
  rw [smul_add, smul_inv_smul₀ (pow_ne_zero 3 hh)]
  module

/-- For `g` agreeing with the exponential series through third order, the error of the symmetric
product, divided by `h³`, tends to `-[A,[A,B]]/24 - [B,[A,B]]/12` as `h → 0`. -/
theorem symmetric_product_error {R : Type*} [NormedRing R] [NormedAlgebra ℂ R] {g : R → R}
    (hg : (fun y => g y - (1 + y + (1 / 2 : ℂ) • y ^ 2 + (1 / 6 : ℂ) • y ^ 3))
      =O[𝓝 0] fun y => ‖y‖ ^ 4) (A B : R) :
    Tendsto (fun h : ℂ => (h ^ 3)⁻¹ •
        (g ((h / 2) • A) * g (h • B) * g ((h / 2) • A) - g (h • (A + B))))
      (𝓝[≠] 0) (𝓝 (-(1 / 24 : ℂ) • comm A (comm A B) - (1 / 12 : ℂ) • comm B (comm A B))) := by
  have hX := propagator_expansion hg ((1 / 2 : ℂ) • A)
  obtain ⟨r, hr, hF⟩ := (hX.mul (propagator_expansion hg B)).mul hX
  obtain ⟨s, hs, hE⟩ := propagator_expansion hg (A + B)
  refine Tendsto.congr' (f₁ := fun h => r h - s h) ?_ ?_
  · filter_upwards [self_mem_nhdsWithin] with h hh
    have hh : h ≠ 0 := hh
    have e : (h / 2) • A = h • ((1 / 2 : ℂ) • A) := by module
    have h1 : g (h • ((1 / 2 : ℂ) • A)) * g (h • B) * g (h • ((1 / 2 : ℂ) • A)) = _ := hF h hh
    have h2 : g (h • (A + B)) = _ := hE h hh
    have h3 : g ((h / 2) • A) * g (h • B) * g ((h / 2) • A) - g (h • (A + B))
        = h ^ 3 • (r h - s h) := by
      rw [e, h1, h2]
      simp only [pow_two, smul_mul_assoc, mul_smul_comm, mul_add, add_mul, smul_add,
        one_mul, mul_one]
      module
    rw [h3, inv_smul_smul₀ (pow_ne_zero 3 hh)]
  · -- the third-order coefficients differ by the double commutators
    convert hr.sub hs using 2
    simp only [comm, pow_two, pow_three, smul_mul_assoc, mul_smul_comm, mul_add, add_mul,
      mul_sub, sub_mul, smul_add, smul_sub, one_mul, mul_one, mul_assoc]
    module

attribute [local instance] Matrix.linftyOpNormedRing Matrix.linftyOpNormedAlgebra

set_option maxHeartbeats 400000 in
/-- The error of one symmetric step, divided by `h³`, tends to
`-[A,[A,B]]/24 - [B,[A,B]]/12` as `h → 0`. -/
theorem symStep_error (A B : Matrix n n ℂ) :
    Tendsto (fun h : ℂ => (h ^ 3)⁻¹ • (symStep A B h - NormedSpace.exp (h • (A + B))))
      (𝓝[≠] 0) (𝓝 (-(1 / 24 : ℂ) • comm A (comm A B) - (1 / 12 : ℂ) • comm B (comm A B))) := by
  have ps : ∀ y : Matrix n n ℂ, (NormedSpace.expSeries ℂ (Matrix n n ℂ)).partialSum 4 y
      = 1 + y + (1 / 2 : ℂ) • y ^ 2 + (1 / 6 : ℂ) • y ^ 3 := by
    intro y
    simp only [FormalMultilinearSeries.partialSum, Finset.sum_range_succ,
      Finset.sum_range_zero, NormedSpace.expSeries_apply_eq, Nat.factorial, pow_zero, pow_one]
    push_cast
    module
  have H := (NormedSpace.exp_hasFPowerSeriesAt_zero : HasFPowerSeriesAt NormedSpace.exp
    (NormedSpace.expSeries ℂ (Matrix n n ℂ)) 0).isBigO_sub_partialSum_pow 4
  simp only [zero_add] at H
  have H' := symmetric_product_error (g := (NormedSpace.exp : Matrix n n ℂ → Matrix n n ℂ))
    (H.congr_left fun y => by exact congrArg (fun z => NormedSpace.exp y - z) (ps y)) A B
  exact H'

/-- If `E` commutes with `A + B`, then `Tr([A,Z]E) = -Tr([B,Z]E)` for every `Z`. -/
theorem trace_comm_exchange (A B Z E : Matrix n n ℂ) (hE : (A + B) * E = E * (A + B)) :
    trace (comm A Z * E) = -trace (comm B Z * E) := by
  have h0 : trace (comm (A + B) Z * E) = 0 := by
    unfold comm
    rw [sub_mul, trace_sub, mul_assoc (A + B) Z E, trace_mul_comm (A + B) (Z * E),
      mul_assoc Z E (A + B), mul_assoc Z (A + B) E, hE, sub_self]
  have h1 : comm (A + B) Z = comm A Z + comm B Z := by
    unfold comm
    noncomm_ring
  rw [h1, add_mul, trace_add] at h0
  linear_combination h0

/-- The leading bead-number error of the primitive partition function:
`P² (Tr[(exp(A/P) exp(B/P))^P] - Tr exp(A+B))` tends to `-Tr([B,[A,B]] exp(A+B))/24`. -/
theorem primitive_bead_error (A B : Matrix n n ℂ) :
    Tendsto (fun P : ℕ => (P : ℂ) ^ 2 * (primitiveZ A B P - trace (NormedSpace.exp (A + B))))
      atTop (𝓝 (-trace (comm B (comm A B) * NormedSpace.exp (A + B)) / 24)) := by
  have exp_pow : ∀ (X : Matrix n n ℂ) (c : ℂ) (k : ℕ),
      NormedSpace.exp (c • X) ^ k = NormedSpace.exp (((k : ℂ) * c) • X) := fun X c k => by
    rw [← Matrix.exp_nsmul, ← Nat.cast_smul_eq_nsmul ℂ, smul_smul]
  have hcont : Continuous fun u : ℂ => NormedSpace.exp (u • (A + B)) :=
    continuous_iff_continuousAt.mpr fun t => (hasDerivAt_exp_smul_const (A + B) t).continuousAt
  have hinv : Tendsto (fun N : ℕ => (N : ℂ)⁻¹) atTop (𝓝 0) := by
    rw [tendsto_zero_iff_norm_tendsto_zero]
    simp only [norm_inv, Complex.norm_natCast]
    exact tendsto_inv_atTop_zero.comp tendsto_natCast_atTop_atTop
  have hne : Tendsto (fun N : ℕ => (N : ℂ)⁻¹) atTop (𝓝[≠] 0) := by
    refine tendsto_nhdsWithin_iff.mpr ⟨hinv, ?_⟩
    filter_upwards [eventually_gt_atTop 0] with N hN
    exact inv_ne_zero (Nat.cast_ne_zero.mpr hN.ne')
  have hr : Tendsto (fun N : ℕ => (N : ℂ) ^ 3 • (symStep A B (N : ℂ)⁻¹
      - NormedSpace.exp ((N : ℂ)⁻¹ • (A + B)))) atTop
      (𝓝 (-(1 / 24 : ℂ) • comm A (comm A B) - (1 / 12 : ℂ) • comm B (comm A B))) := by
    refine ((symStep_error A B).comp hne).congr fun N => ?_
    simp only [Function.comp_apply, inv_pow, inv_inv]
  -- the exact propagator is bounded on the whole imaginary-time interval
  obtain ⟨M, hM⟩ := (isCompact_Icc (a := (0 : ℝ)) (b := 1)).exists_bound_of_continuousOn
    (hcont.comp Complex.continuous_ofReal).continuousOn
  have hy : ∀ N : ℕ, ∀ k ≤ N, ‖NormedSpace.exp ((N : ℂ)⁻¹ • (A + B)) ^ k‖ ≤ M := by
    intro N k hk
    have hkN : (k : ℝ) ≤ N := by exact_mod_cast hk
    have h1 : (k : ℝ) * (N : ℝ)⁻¹ ≤ 1 := by
      rw [← div_eq_mul_inv]
      exact div_le_one_of_le₀ hkN (Nat.cast_nonneg N)
    have h := hM ((k : ℝ) * (N : ℝ)⁻¹) ⟨by positivity, h1⟩
    simp only [Function.comp_apply, Complex.ofReal_mul, Complex.ofReal_inv,
      Complex.ofReal_natCast] at h
    rw [exp_pow]
    exact h
  have hQ := remainder_vanishes _ _ _ M hy hr
  have hlast : Tendsto (fun N : ℕ => NormedSpace.exp ((N : ℂ)⁻¹ • (A + B)) ^ (N - 1))
      atTop (𝓝 (NormedSpace.exp (A + B))) := by
    have h1 : Tendsto (fun N : ℕ => 1 - (N : ℂ)⁻¹) atTop (𝓝 1) := by
      simpa using hinv.const_sub 1
    have t := (hcont.tendsto 1).comp h1
    simp only [one_smul] at t
    refine t.congr' ?_
    filter_upwards [eventually_gt_atTop 0] with N hN
    have e : ((N - 1 : ℕ) : ℂ) * (N : ℂ)⁻¹ = 1 - (N : ℂ)⁻¹ := by
      rw [Nat.cast_sub hN, Nat.cast_one, sub_mul,
        mul_inv_cancel₀ (Nat.cast_ne_zero.mpr hN.ne'), one_mul]
    rw [exp_pow, e]
    rfl
  have htr : Continuous (fun X : Matrix n n ℂ => trace X) := continuous_id.matrix_trace
  have t := ((htr.tendsto _).comp hQ).add ((htr.tendsto _).comp (hr.mul hlast))
  have hE : (A + B) * NormedSpace.exp (A + B) = NormedSpace.exp (A + B) * (A + B) :=
    ((Commute.refl (A + B)).exp_right).eq
  have hl : trace (0 : Matrix n n ℂ) + trace ((-(1 / 24 : ℂ) • comm A (comm A B)
      - (1 / 12 : ℂ) • comm B (comm A B)) * NormedSpace.exp (A + B))
      = -trace (comm B (comm A B) * NormedSpace.exp (A + B)) / 24 := by
    rw [trace_zero, sub_mul, trace_sub, smul_mul_assoc, smul_mul_assoc, trace_smul, trace_smul,
      trace_comm_exchange A B _ _ hE, smul_eq_mul, smul_eq_mul]
    ring
  rw [hl] at t
  refine t.congr' ?_
  filter_upwards [eventually_gt_atTop 0] with N hN
  have hN0 : (N : ℂ) ≠ 0 := Nat.cast_ne_zero.mpr hN.ne'
  -- cyclicity turns the primitive product into the symmetric one
  have hZ : primitiveZ A B N = trace (symStep A B (N : ℂ)⁻¹ ^ N) := by
    have cyc : ∀ x y : Matrix n n ℂ, trace ((x * y) ^ N) = trace ((y * x) ^ N) := by
      intro x y
      obtain ⟨k, rfl⟩ : ∃ k, N = k + 1 := ⟨N - 1, by omega⟩
      have hs : SemiconjBy x (y * x) (x * y) := (mul_assoc x y x).symm
      rw [pow_succ (x * y), ← mul_assoc, ← (hs.pow_right k).eq, trace_mul_comm, ← mul_assoc,
        ← pow_succ']
    have e : ((2 : ℕ) : ℂ) * ((N : ℂ)⁻¹ / 2) = (N : ℂ)⁻¹ := by
      push_cast
      ring
    have hU := exp_pow A ((N : ℂ)⁻¹ / 2) 2
    rw [e, pow_two] at hU
    unfold primitiveZ symStep
    rw [← hU, mul_assoc, cyc]
  have hyN : NormedSpace.exp ((N : ℂ)⁻¹ • (A + B)) ^ N = NormedSpace.exp (A + B) := by
    rw [exp_pow, mul_inv_cancel₀ hN0, one_smul]
  have hsum : ∀ D y : Matrix n n ℂ, trace (∑ j ∈ range N, y ^ j * D * y ^ (N - 1 - j))
      = N * trace (D * y ^ (N - 1)) := by
    intro D y
    have h : ∀ j ∈ range N, trace (y ^ j * D * y ^ (N - 1 - j)) = trace (D * y ^ (N - 1)) := by
      intro j hj
      have hj := Finset.mem_range.mp hj
      have e : N - 1 - j + j = N - 1 := by omega
      rw [trace_mul_comm, ← mul_assoc, ← pow_add, e, trace_mul_comm]
    rw [trace_sum, Finset.sum_congr rfl h, Finset.sum_const, Finset.card_range, nsmul_eq_mul]
  simp only [Function.comp_apply]
  rw [trace_smul, trace_sub, trace_sub, hsum, smul_mul_assoc, trace_smul, smul_eq_mul,
    smul_eq_mul, hyN, hZ]
  ring

/-- For a Hamiltonian `V + T` and any complex `β`, the error of the primitive partition function
times `P²` tends to `β³ Tr([T,[V,T]] exp(-β(V+T)))/24`. -/
theorem thermal_bead_error (V T : Matrix n n ℂ) (β : ℂ) :
    Tendsto (fun P : ℕ => (P : ℂ) ^ 2 * (primitiveZ ((-β) • V) ((-β) • T) P
        - trace (NormedSpace.exp ((-β) • (V + T))))) atTop
      (𝓝 (β ^ 3 * trace (comm T (comm V T) * NormedSpace.exp ((-β) • (V + T))) / 24)) := by
  have t := primitive_bead_error ((-β) • V) ((-β) • T)
  have e : comm ((-β) • T) (comm ((-β) • V) ((-β) • T)) = (-β ^ 3) • comm T (comm V T) := by
    simp only [comm, smul_mul_assoc, mul_smul_comm, mul_sub, sub_mul, smul_sub]
    module
  rw [← smul_add, e, smul_mul_assoc, trace_smul, smul_eq_mul, neg_mul, neg_neg] at t
  exact t

end

end PrimitiveBeadError
```

```lean
#print axioms PrimitiveBeadError.primitive_bead_error
#print axioms PrimitiveBeadError.thermal_bead_error
```

```
'PrimitiveBeadError.primitive_bead_error' depends on axioms: [propext, Classical.choice, Quot.sound]
'PrimitiveBeadError.thermal_bead_error' depends on axioms: [propext, Classical.choice, Quot.sound]
```

## A limit for matrices, not a bound at fixed $P$

`primitive_bead_error` takes arbitrary complex matrices `A` and `B` over a finite index type `n`; `thermal_bead_error` substitutes $-\beta V$ and $-\beta T$, with complex `β`. Neither requires Hermiticity. `primitiveZ` is the bead trace, `comm` the commutator, and `Tendsto … atTop` the limit of many beads. The lemmas write `N` for $P$.

`CubicExpansion.mul` and `propagator_expansion` supply the short-time series. `symmetric_product_error` compares coefficients, with `module` collecting terms, and `symStep_error` applies the result to the matrix exponential. `telescope` and `power_first_order` control the powers, the latter by strong induction; `remainder_vanishes` then squeezes the scaled remainder to zero. `trace_comm_exchange` merges the commutators.

That last lemma assumes that $E$ commutes with $A+B$. Hermiticity of all the matrices is no substitute: for Pauli matrices $A=\sigma_z$, $B=0$, $Z=\sigma_x$, $E=\sigma_y$, one has $\mathrm{Tr}([A,Z]E)=4i$ but $-\mathrm{Tr}([B,Z]E)=0$.

The final theorems give no error bound at a chosen $P$. Nor do they cover continuous coordinates, where $T$ is unbounded: reaching that case through larger and larger bases would mean exchanging the limit of many beads with that of a complete basis, which is not justified here.
